# Bounds on the level shift of a trust-radius step from the gradient norm and the extreme Hessian eigenvalues

If all that is known about the level shift of a trust-radius step is that it is no smaller than minus the lowest Hessian eigenvalue, the search for it has a half-line to cover, and bisection has no second endpoint to start from. The gradient norm, the step length and the two extreme eigenvalues supply a finite interval.

```lean
import Mathlib

open Module

namespace TrustRadiusBracket

noncomputable section

variable {E : Type*} [NormedAddCommGroup E] [InnerProductSpace ℝ E]

/-- The set of eigenvalues (curvatures) of the Hessian `H`. -/
def levels (H : E →ₗ[ℝ] E) : Set ℝ := {μ | End.HasEigenvalue H μ}

/-- The step `p` solves the level-shifted Newton equation `(H + u) p = -g`
for the gradient `g` and the level shift `u`. -/
def IsShiftedStep (H : E →ₗ[ℝ] E) (g : E) (u : ℝ) (p : E) : Prop :=
  H p + u • p = -g

variable [FiniteDimensional ℝ E] {H : E →ₗ[ℝ] E}

/-- Each entry of the list of eigenvalues of a symmetric Hessian belongs to `levels H`. -/
theorem eigenvalue_mem_levels (hH : H.IsSymmetric) (i : Fin (finrank ℝ E)) :
    hH.eigenvalues rfl i ∈ levels H :=
  hH.hasEigenvalue_eigenvalues rfl i

/-- Along each normal mode the Hessian multiplies the component of the step by the
eigenvalue of that mode. -/
theorem mode_component (hH : H.IsSymmetric) (p : E) (i : Fin (finrank ℝ E)) :
    (hH.eigenvectorBasis rfl).repr (H p) i
      = hH.eigenvalues rfl i * (hH.eigenvectorBasis rfl).repr p i :=
  hH.eigenvectorBasis_apply_self_apply rfl p i

/-- The squared length of `(H + u) p`, compared with that for a uniform curvature `m`,
is a sum over normal modes. -/
theorem norm_sq_sub_eq_sum (hH : H.IsSymmetric) (u m : ℝ) (p : E) :
    ‖H p + u • p‖ ^ 2 - (m + u) ^ 2 * ‖p‖ ^ 2
      = ∑ i : Fin (finrank ℝ E),
          (hH.eigenvalues rfl i - m) * (hH.eigenvalues rfl i + m + 2 * u)
            * ((hH.eigenvectorBasis rfl).repr p i) ^ 2 := by
  -- Parseval's identity in the basis of normal modes
  have key : ∀ x : E, ‖x‖ ^ 2
      = ∑ i : Fin (finrank ℝ E), ((hH.eigenvectorBasis rfl).repr x i) ^ 2 := by
    intro x
    rw [← (hH.eigenvectorBasis rfl).repr.norm_map x, EuclideanSpace.norm_sq_eq]
    simp only [Real.norm_eq_abs, sq_abs]
  rw [key (H p + u • p), key p, Finset.mul_sum, ← Finset.sum_sub_distrib]
  refine Finset.sum_congr rfl fun i _ => ?_
  rw [map_add, map_smul, PiLp.add_apply, PiLp.smul_apply, smul_eq_mul,
    mode_component hH p i]
  ring

/-- For a shift `u ≥ -h`, the shifted Hessian stretches every step by a factor between
`h + u` and `k + u`, where `h` and `k` are the lowest and highest eigenvalues. -/
theorem stretch_bounds (hH : H.IsSymmetric) {h k u : ℝ}
    (hh : IsLeast (levels H) h) (hk : IsGreatest (levels H) k) (hu : -h ≤ u) (p : E) :
    (h + u) * ‖p‖ ≤ ‖H p + u • p‖ ∧ ‖H p + u • p‖ ≤ (k + u) * ‖p‖ := by
  have hhk : h ≤ k := hk.2 hh.1
  have lo := fun i => hh.2 (eigenvalue_mem_levels hH i)
  have hi := fun i => hk.2 (eigenvalue_mem_levels hH i)
  constructor
  · -- every mode is at least as stiff as the softest one
    have S := norm_sq_sub_eq_sum hH u h p
    have T := Finset.sum_nonneg (s := Finset.univ) fun i _ =>
      mul_nonneg (mul_nonneg (sub_nonneg.2 (lo i))
        (show 0 ≤ hH.eigenvalues rfl i + h + 2 * u by linarith [lo i]))
        (sq_nonneg ((hH.eigenvectorBasis rfl).repr p i))
    refine (pow_le_pow_iff_left₀ (mul_nonneg (by linarith) (norm_nonneg _))
      (norm_nonneg _) two_ne_zero).1 ?_
    rw [mul_pow]
    linarith
  · -- every mode is at most as stiff as the stiffest one
    have S := norm_sq_sub_eq_sum hH u k p
    have T := Finset.sum_nonpos (s := Finset.univ) fun i _ =>
      show (hH.eigenvalues rfl i - k) * (hH.eigenvalues rfl i + k + 2 * u)
          * ((hH.eigenvectorBasis rfl).repr p i) ^ 2 ≤ 0 by
        have := mul_nonneg (mul_nonneg (sub_nonneg.2 (hi i))
          (show 0 ≤ hH.eigenvalues rfl i + k + 2 * u by linarith [lo i]))
          (sq_nonneg ((hH.eigenvectorBasis rfl).repr p i))
        linarith
    refine (pow_le_pow_iff_left₀ (norm_nonneg _)
      (mul_nonneg (by linarith) (norm_nonneg _)) two_ne_zero).1 ?_
    rw [mul_pow]
    linarith

/-- **Starting bracket for the level shift.** If `(H + u) p = -g` with `u ≥ -h` and the step
has length `D > 0`, then `u` lies between `‖g‖ / D - k` and `‖g‖ / D - h`. -/
theorem level_shift_bracket (hH : H.IsSymmetric) {h k u D : ℝ} {g p : E}
    (hh : IsLeast (levels H) h) (hk : IsGreatest (levels H) k) (hu : -h ≤ u)
    (hstep : IsShiftedStep H g u p) (hp : ‖p‖ = D) (hD : 0 < D) :
    ‖g‖ / D - k ≤ u ∧ u ≤ ‖g‖ / D - h := by
  obtain ⟨h1, h2⟩ := stretch_bounds hH hh hk hu p
  unfold IsShiftedStep at hstep
  rw [hstep, norm_neg, hp] at h1 h2
  have a := (le_div_iff₀ hD).2 h1
  have b := (div_le_iff₀ hD).2 h2
  constructor <;> linarith

/-- Let `m` be the lowest or the highest eigenvalue and let `H + u` have no negative
eigenvalue. Then `p` is stretched by exactly `m + u` if and only if `H p = m p`. -/
theorem stretch_eq_iff (hH : H.IsSymmetric) {m u : ℝ}
    (hm : IsLeast (levels H) m ∨ IsGreatest (levels H) m)
    (hu : ∀ μ ∈ levels H, 0 ≤ μ + u) (p : E) :
    ‖H p + u • p‖ = (m + u) * ‖p‖ ↔ H p = m • p := by
  have hmu : 0 ≤ m + u := hu m (hm.elim (fun a => a.1) (fun a => a.1))
  have pos := fun i => hu _ (eigenvalue_mem_levels hH i)
  constructor
  · intro heq
    have S := norm_sq_sub_eq_sum hH u m p
    rw [heq, mul_pow, sub_self] at S
    -- the terms share one sign, so each of them vanishes
    have Z : ∀ i : Fin (finrank ℝ E),
        (hH.eigenvalues rfl i - m) * (hH.eigenvalues rfl i + m + 2 * u)
          * ((hH.eigenvectorBasis rfl).repr p i) ^ 2 = 0 := by
      intro i
      rcases hm with hm | hm
      · refine (Finset.sum_eq_zero_iff_of_nonneg fun j _ => ?_).1 S.symm i (Finset.mem_univ i)
        exact mul_nonneg (mul_nonneg (sub_nonneg.2 (hm.2 (eigenvalue_mem_levels hH j)))
          (by linarith [pos j])) (sq_nonneg _)
      · refine (Finset.sum_eq_zero_iff_of_nonpos fun j _ => ?_).1 S.symm i (Finset.mem_univ i)
        have := mul_nonneg (mul_nonneg (sub_nonneg.2 (hm.2 (eigenvalue_mem_levels hH j)))
          (show 0 ≤ hH.eigenvalues rfl j + m + 2 * u by linarith [pos j]))
          (sq_nonneg ((hH.eigenvectorBasis rfl).repr p j))
        linarith
    apply (hH.eigenvectorBasis rfl).repr.injective
    ext i
    rw [map_smul, PiLp.smul_apply, smul_eq_mul, mode_component hH p i]
    -- a mode either has curvature `m` or does not take part in the step
    rcases mul_eq_zero.1 (Z i) with hz | hz
    · have hlam : hH.eigenvalues rfl i = m := by
        rcases mul_eq_zero.1 hz with hy | hy <;> linarith [pos i]
      rw [hlam]
    · rw [pow_eq_zero_iff two_ne_zero] at hz
      rw [hz, mul_zero, mul_zero]
  · intro he
    rw [he, ← add_smul, norm_smul, Real.norm_of_nonneg hmu]

/-- The level shift sits at the upper end of the bracket exactly when `H p = h p`, and at
the lower end exactly when `H p = k p`. -/
theorem bracket_ends_iff (hH : H.IsSymmetric) {h k u D : ℝ} {g p : E}
    (hh : IsLeast (levels H) h) (hk : IsGreatest (levels H) k) (hu : -h ≤ u)
    (hstep : IsShiftedStep H g u p) (hp : ‖p‖ = D) (hD : 0 < D) :
    (u = ‖g‖ / D - h ↔ H p = h • p) ∧ (u = ‖g‖ / D - k ↔ H p = k • p) := by
  have hpos : ∀ μ ∈ levels H, 0 ≤ μ + u := fun μ hμ => by linarith [hh.2 hμ]
  have hg : ‖H p + u • p‖ = ‖g‖ := by
    unfold IsShiftedStep at hstep
    rw [hstep, norm_neg]
  have conv : ∀ m : ℝ, u = ‖g‖ / D - m ↔ ‖H p + u • p‖ = (m + u) * ‖p‖ := by
    intro m
    rw [hg, hp, ← div_eq_iff hD.ne']
    constructor <;> intro a <;> linarith
  exact ⟨(conv h).trans (stretch_eq_iff hH (Or.inl hh) hpos p),
    (conv k).trans (stretch_eq_iff hH (Or.inr hk) hpos p)⟩

omit [FiniteDimensional ℝ E] in
/-- For a nonzero step with `H p = k p` and a shift `u < -k`, the lower bound
`‖g‖ / ‖p‖ - k ≤ u` is violated. -/
theorem lower_bound_fails {k u : ℝ} {g p : E} (hp : p ≠ 0) (he : H p = k • p)
    (hu : u < -k) (hstep : IsShiftedStep H g u p) :
    u < ‖g‖ / ‖p‖ - k := by
  have hg : ‖g‖ = -(k + u) * ‖p‖ := by
    unfold IsShiftedStep at hstep
    rw [← norm_neg g, ← hstep, he, ← add_smul, norm_smul,
      Real.norm_of_nonpos (by linarith)]
  rw [hg, mul_div_cancel_right₀ _ (norm_ne_zero_iff.2 hp)]
  linarith

end

end TrustRadiusBracket
```

```lean
#print axioms TrustRadiusBracket.level_shift_bracket
#print axioms TrustRadiusBracket.bracket_ends_iff
#print axioms TrustRadiusBracket.lower_bound_fails
```

```
'TrustRadiusBracket.level_shift_bracket' depends on axioms: [propext, Classical.choice, Quot.sound]
'TrustRadiusBracket.bracket_ends_iff' depends on axioms: [propext, Classical.choice, Quot.sound]
'TrustRadiusBracket.lower_bound_fails' depends on axioms: [propext, Classical.choice, Quot.sound]
```

## The step equation and its interval

Near a given geometry, a quadratic model of the energy change for a displacement $p$ is

$$
q(p) = \langle g, p\rangle + \tfrac12 \langle p, Hp\rangle ,
$$

where $g$ is the gradient and $H$ the symmetric Hessian. Making $q$ stationary on the sphere $\|p\| = D$ introduces a Lagrange multiplier $u$, the level shift, and gives

$$
(H + u)\,p = -g .
$$

Let $h$ and $k$ be the lowest and highest eigenvalues of $H$. The condition $u \ge -h$ says that the shifted Hessian $H+u$ has no negative eigenvalue, which is what distinguishes a global minimum of $q$ on the sphere from its other stationary points; a local minimum that is not global has $u < -h$. Under this condition and with $D > 0$, `level_shift_bracket` states that

$$
\frac{\|g\|}{D} - k \;\le\; u \;\le\; \frac{\|g\|}{D} - h .
$$

The width of the interval is $k-h$, the spread of the curvatures. In one dimension $h = k$, and the interval is a single point. The lower end may lie below $-h$, in which case $-h$ is the better lower bound.

For energy minimisation on an electronic-structure energy surface, this gives starting limits for a root search in $u$ when the step is required to have length exactly $D$, within a quadratic model in finitely many coordinates.

## How the Lean objects represent the optimisation problem

The space `E` of displacements is a real inner product space, finite-dimensional in the bracket theorem. Its norm defines the step length, so in mass-weighted coordinates $D$ is a mass-weighted length. The Hessian is a linear map `H` from `E` to itself, and `hH : H.IsSymmetric` says that $\langle Hx, y\rangle = \langle x, Hy\rangle$ for all $x$ and $y$.

The set `levels H` contains the eigenvalues of `H`. The hypothesis `IsLeast (levels H) h` says both that $h$ is an eigenvalue and that no eigenvalue is smaller; `IsGreatest (levels H) k` does the same for the highest one. If `E` includes overall translations, their zero curvatures count as eigenvalues too.

The predicate `IsShiftedStep H g u p` is the equation $Hp + up = -g$. It contains no inverse of $H+u$, so the theorem also covers $u=-h$, where $H+u$ is singular. This is the so-called hard case, in which a solution requires $g$ to be orthogonal to the eigenvectors of eigenvalue $h$.

The theorem takes the step, its length and the condition on $u$ as given. It neither constructs a suitable pair $(u,p)$ nor derives $u \ge -h$ from a minimisation, and it places no condition on how well the quadratic model fits the true energy surface.

## The bounds from a sum over normal modes

Choose an orthonormal basis of eigenvectors of $H$, with eigenvalues $\lambda_i$, and let $c_i$ be the components of $p$. These eigenvectors are called normal modes here, whatever the coordinates and the geometry; the term usually refers to mass-weighted coordinates at an equilibrium geometry. Here $i$ runs from $0$ to $n-1$, where $n$ is the dimension of the space. The components of $(H+u)p$ are $(\lambda_i+u)c_i$, so

$$
\|(H+u)p\|^2 = \sum_i (\lambda_i+u)^2 c_i^2,
\qquad
\|p\|^2 = \sum_i c_i^2 .
$$

For any real $m$, subtract $(m+u)^2\|p\|^2$ and factor the difference of squares:

$$
\|(H+u)p\|^2-(m+u)^2\|p\|^2
= \sum_i (\lambda_i-m)(\lambda_i+m+2u)c_i^2 .
$$

First set $m=h$. Then $\lambda_i-h\ge 0$, and the second factor is $(\lambda_i+u)+(h+u)\ge 0$, so the sum is nonnegative. Next set $m=k$. Now $\lambda_i-k\le 0$, while $(\lambda_i+u)+(k+u)\ge 0$, so the sum is nonpositive. Since $h+u$ and $k+u$ are both nonnegative, taking square roots gives

$$
(h+u)\|p\| \le \|(H+u)p\| \le (k+u)\|p\| .
$$

The step equation makes the middle term $\|g\|$. Dividing by $\|p\|=D$ leaves

$$
h+u \le \frac{\|g\|}{D} \le k+u,
$$

and solving each inequality for $u$ gives the interval.

In the file, `mode_component` supplies the components of $Hp$, and `norm_sq_sub_eq_sum` proves the identity for general $m$; its final `ring` carries out the factorisation mode by mode. The theorem `stretch_bounds` uses the identity twice. `Finset.sum_nonneg` and `Finset.sum_nonpos` turn the signs of the terms into the sign of the sum, and `pow_le_pow_iff_left₀` passes from squares to lengths. Finally, `level_shift_bracket` substitutes the step equation, divides by $D$ and rearranges with `linarith`.

## The eigenbasis as an isometry

The proof turns on Mathlib's `eigenvectorBasis`, which builds an orthonormal eigenbasis from the symmetry of `H`. Its argument `rfl` settles the required equation between the dimension of `E` and the number of basis vectors, because that number is taken to be `finrank ℝ E` itself.

The basis comes with a coordinate map `repr`, a linear isometry from `E` onto Euclidean space. Each part of that description does some work:

- Linearity splits the components of $Hp+up$ into those of $Hp$ and $up$.
- Preservation of length, through `norm_map`, gives the sum of squares called `key`.
- Injectivity lets the equality proof recover a vector equation from equations between components.

The abstract map `H` can therefore be treated as a diagonal matrix without choosing a matrix for it at the outset. The order of the eigenvalues plays no part: `eigenvalue_mem_levels` places each one in `levels H`, and the hypotheses on $h$ and $k$ then bound it.

## Steps that reach the ends of the interval

Under the same hypotheses, `bracket_ends_iff` identifies when either bound is attained:

$$
u=\frac{\|g\|}{D}-h \iff Hp=hp,
\qquad
u=\frac{\|g\|}{D}-k \iff Hp=kp .
$$

The upper end thus belongs to a step entirely within the softest modes, and the lower end to one entirely within the stiffest.

To see this, let $m$ be $h$ or $k$. The equation $u=\|g\|/D-m$ is equivalent to $\|(H+u)p\|=(m+u)\|p\|$, which makes the sum over modes vanish. Its terms share one sign, so every term is zero. If $c_i\ne0$, then either $\lambda_i=m$ or $(\lambda_i+u)+(m+u)=0$. In the second case both nonnegative brackets vanish, and again $\lambda_i=m$. Every mode that takes part in the step therefore has eigenvalue $m$, so $Hp=mp$. Conversely, $Hp=mp$ gives $(H+u)p=(m+u)p$, and taking norms returns the equality.

The theorem `stretch_eq_iff` contains this argument. The lemmas `Finset.sum_eq_zero_iff_of_nonneg` and `Finset.sum_eq_zero_iff_of_nonpos` make the individual terms vanish, and `conv` inside `bracket_ends_iff` translates between the stretch of $p$ and the value of $u$.

## What happens below the admissible range

The lower bound needs some lower limit on $u$, though not exactly $-h$: the argument with $m=k$ uses only $\lambda_i+k+2u\ge0$ and $k+u\ge0$, which hold for all $u\ge-(h+k)/2$. For shifts below $-k$ the bound can fail. Take a nonzero step with $Hp=kp$ and a shift $u<-k$. The step equation gives $-g=(k+u)p$, and since $k+u$ is negative,

$$
\frac{\|g\|}{\|p\|}-k = -(k+u)-k = -2k-u > u .
$$

The shift now lies below the supposed lower bound, as `lower_bound_fails` states. That theorem needs neither finite dimension nor symmetry, because the calculation involves only the one eigenvector. The upper bound is unaffected: for $u<-h$ the number $h+u$ is negative and so cannot exceed $\|g\|/D$.
